# The entrywise arcsine of a Gram matrix of real vectors of norm at most one is positive semidefinite

A kernel of the form \(\arcsin\langle x_i,x_j\rangle\) needs arguments in \([-1,1]\), so the first decision is which descriptors to admit. We take finitely many vectors \(x_i\), labelled by a finite set \(\iota\), in a finite-dimensional real inner product space \(E\), and require \(\|x_i\|\le 1\). Descriptors normalised to unit length are the main case. With \(G_{ij}=\langle x_i,x_j\rangle\), the Cauchy–Schwarz inequality gives \(|G_{ij}|\le1\), and the claim is that \(K_{ij}=\arcsin G_{ij}\) is symmetric and
\[ \sum_{i,j} c_i K_{ij} c_j \ge 0 \quad\text{for all real weights } c_i . \]
For nonzero descriptors of any length, with angles \(\theta_{ij}\in[0,\pi]\) fixed by \(\langle x_i,x_j\rangle=\|x_i\|\|x_j\|\cos\theta_{ij}\), the same holds for \(\pi/2-\theta_{ij}\). Kernel regression of energies on descriptors of atomic environments asks for a positive semidefinite similarity matrix, and the result supplies this for the angular similarity on any finite set of nonzero real descriptors of finite dimension.

## The series and its remainder

Let \(a_k=\binom{2k}{k}/4^k\) and \(S_N(t)=\sum_{k<N}a_k\,t^{2k+1}/(2k+1)\). The identity \((k+1)\binom{2k+2}{k+1}=2(2k+1)\binom{2k}{k}\), divided by \(2\cdot4^k\), reads
\[ (2k+2)\,a_{k+1}=(2k+1)\,a_k , \]
and with \(a_0=1\) it gives \(0\le a_k\le1\). Put \(s=\sin\varphi\) and \(P_N(\varphi)=\sum_{k\le N}a_k s^{2k}\). The term \(k=0\) of \(P_N\cos\varphi\) has derivative \(-s\). For \(k\ge1\), using \(\cos^2\varphi=1-s^2\),
\[ \frac{d}{d\varphi}\left[a_k s^{2k}\cos\varphi\right]=2k\,a_k s^{2k-1}-(2k+1)\,a_k s^{2k+1}. \]
Since \(2k\,a_k=(2k-1)\,a_{k-1}\), the positive part of each term cancels the negative part of the one before, and
\[ \frac{d}{d\varphi}\left[P_N\cos\varphi\right]=-(2N+1)\,a_N s^{2N+1}. \]
Fix \(|t|\le1\), and set \(\alpha=\arcsin|t|\) and \(C=(2N+1)|t|^{2N+1}\). On \([-\alpha,\alpha]\) we have \(|s|\le|t|\) and \(|\varphi|\le\pi/2\le2\). The function \(g=1-P_N\cos\varphi\) vanishes at zero and has \(|g'|\le C\), so the mean value theorem gives \(|g|\le2C\). The function \(u(\varphi)=\varphi-S_{N+1}(\sin\varphi)\) vanishes at zero and has \(u'=g\), so \(|u|\le4C\). At \(\varphi=\arcsin t\),
\[ |\arcsin t-S_{N+1}(t)|\le4(2N+1)|t|^{2N+1}, \]
which tends to zero for \(|t|<1\).

## From powers of the Gram matrix to the kernel

Let \(Q_m(c)=\sum_{i,j}c_iG_{ij}^m c_j\), with the power taken entry by entry. Then \(Q_0(c)=(\sum_i c_i)^2\ge0\). In an orthonormal basis \(b_l\) of \(E\) we have \(G_{ij}=\sum_l\langle x_i,b_l\rangle\langle x_j,b_l\rangle\), so
\[ Q_{m+1}(c)=\sum_l Q_m\big(c^{(l)}\big),\qquad c^{(l)}_i=c_i\langle x_i,b_l\rangle , \]
and induction over \(m\), for all weights at once, gives \(Q_m\ge0\).

Unit vectors have \(G_{ii}=1\), where the remainder bound grows with \(N\), so we scale by a factor \(r\) with \(0\le r<1\):
\[ \sum_{i,j}c_i\,S_N(rG_{ij})\,c_j=\sum_{k<N}\frac{a_k r^{2k+1}}{2k+1}\,Q_{2k+1}(c)\ge0 . \]
Because \(|rG_{ij}|<1\), the limit \(N\to\infty\) replaces \(S_N\) by \(\arcsin\), and the continuity of \(\arcsin\) carries the inequality to \(r=1\).

For nonzero descriptors the unit vectors \(\hat x_i=x_i/\|x_i\|\) have \(\langle\hat x_i,\hat x_j\rangle=\cos\theta_{ij}\), and \(\arcsin\cos\theta=\pi/2-\theta\) on \([0,\pi]\). Finally
\[ 0\le\sum_{i,j}c_i\left(\tfrac{\pi}{2}-\theta_{ij}\right)c_j=\tfrac{\pi}{2}\Big(\sum_i c_i\Big)^2-\sum_{i,j}c_i\theta_{ij}c_j , \]
so \(\sum_{i,j}c_i\theta_{ij}c_j\le0\) when the weights sum to zero. As an illustration that is not part of the Lean proof, two descriptors at angle \(\theta\) give a matrix with eigenvalues \(\pi-\theta\) and \(\theta\), which is singular for parallel and for antiparallel vectors; the inequality is therefore not strict in general.

## Coefficients and partial sums in Lean

```lean
import Mathlib

open Real Filter Topology
open scoped InnerProductSpace

namespace ArcsineKernel

noncomputable section
```

`binomCoeff k` is \(a_k\), with `Nat.centralBinom k` for \(\binom{2k}{k}\), and `arcsinPartial N t` is \(S_N(t)\), the sum of the \(N\) terms \(k=0,\dots,N-1\).

```lean
/-- The number `a_k = C(2k,k) / 4^k`. -/
def binomCoeff (k : ℕ) : ℝ := (Nat.centralBinom k : ℝ) / 4 ^ k

/-- The partial sum `∑_{k<N} a_k t^(2k+1) / (2k+1)` of the arcsine power series. -/
def arcsinPartial (N : ℕ) (t : ℝ) : ℝ :=
  ∑ k ∈ Finset.range N, binomCoeff k / (2 * k + 1) * t ^ (2 * k + 1)
```

The recurrence is the binomial identity `h` times \(1/(2\cdot4^k)\), the factor handed to `linear_combination`.

```lean
/-- The recurrence `(2k+2) a_{k+1} = (2k+1) a_k`. -/
theorem binomCoeff_succ (k : ℕ) :
    (2 * k + 2 : ℝ) * binomCoeff (k + 1) = (2 * k + 1) * binomCoeff k := by
  have h : ((k : ℝ) + 1) * Nat.centralBinom (k + 1) = 2 * (2 * k + 1) * Nat.centralBinom k := by
    exact_mod_cast Nat.succ_mul_centralBinom_succ k
  unfold binomCoeff
  rw [pow_succ]
  linear_combination (1 / 2 * ((4 : ℝ) ^ k)⁻¹) * h
```

The upper bound is an induction: \((2k+1)a_k\le2k+2\) if \(a_k\le1\), and the positive factor \(2k+2\) cancels.

```lean
/-- The numbers `a_k` lie between zero and one. -/
theorem binomCoeff_bounds (k : ℕ) : 0 ≤ binomCoeff k ∧ binomCoeff k ≤ 1 := by
  refine ⟨by unfold binomCoeff; positivity, ?_⟩
  induction k with
  | zero => simp [binomCoeff]
  | succ k ih =>
    have hk : (0 : ℝ) ≤ k := Nat.cast_nonneg k
    have h : (2 * k + 2 : ℝ) * binomCoeff (k + 1) ≤ (2 * k + 2) * 1 := by
      rw [binomCoeff_succ]
      nlinarith [mul_nonneg hk (sub_nonneg.2 ih)]
    exact le_of_mul_le_mul_left h (by positivity)
```

## Convergence to arcsin inside the unit interval

The telescoping is done by induction on \(N\). The fact `h1` is the product rule for the new term \(a_{N+1}s^{2(N+1)}\cos\varphi\), and the `linear_combination` uses the recurrence and \(\sin^2+\cos^2=1\) exactly as above.

```lean
/-- The derivative of `(∑_{k≤N} a_k sin^(2k) φ) cos φ` is `-(2N+1) a_N sin^(2N+1) φ`. -/
theorem hasDerivAt_sum_mul_cos (N : ℕ) (θ : ℝ) :
    HasDerivAt (fun φ => (∑ k ∈ Finset.range (N + 1), binomCoeff k * sin φ ^ (2 * k)) * cos φ)
      (-((2 * N + 1) * binomCoeff N * sin θ ^ (2 * N + 1))) θ := by
  induction N with
  | zero => simpa [binomCoeff] using hasDerivAt_cos θ
  | succ N ih =>
    have h1 := (((hasDerivAt_sin θ).fun_pow (2 * (N + 1))).const_mul
      (binomCoeff (N + 1))).fun_mul (hasDerivAt_cos θ)
    refine ((ih.fun_add h1).congr_deriv ?_).congr_of_eventuallyEq
      (Eventually.of_forall fun φ => ?_)
    · -- the recurrence makes the derivative telescope
      have e : 2 * (N + 1) - 1 = 2 * N + 1 := by omega
      rw [e]
      push_cast
      linear_combination sin θ ^ (2 * N + 1) * binomCoeff_succ N
        + binomCoeff (N + 1) * (2 * N + 2) * sin θ ^ (2 * N + 1) * sin_sq_add_cos_sq θ
    · simp only [Finset.sum_range_succ _ (N + 1)]
      ring
```

In the remainder estimate, `mvt` states the mean value step once: a function that vanishes at zero and has derivative bounded by `C` on \([-\alpha,\alpha]\) is bounded by `C * 2` there. It is applied to \(g\) in `h1`, where `u3` is \(|s|\le|t|\), and to \(u\) in `h2`, after `hd` has shown \(u'=g\).

```lean
/-- For `|t| ≤ 1` the first `N+1` terms of the series differ from `arcsin t` by at most
`4 (2N+1) |t|^(2N+1)`. -/
theorem arcsin_remainder_le (N : ℕ) {t : ℝ} (ht : |t| ≤ 1) :
    |arcsin t - arcsinPartial (N + 1) t| ≤ 4 * ((2 * N + 1) * |t| ^ (2 * N + 1)) := by
  have hα0 : 0 ≤ arcsin |t| := arcsin_nonneg.2 (abs_nonneg t)
  have hα := arcsin_le_pi_div_two |t|
  have hs : sin (arcsin |t|) = |t| := sin_arcsin (by linarith [abs_nonneg t]) ht
  -- mean value estimate on the interval of angles `|φ| ≤ arcsin |t|`
  have mvt : ∀ (f f' : ℝ → ℝ) (C : ℝ), (∀ φ, HasDerivAt f (f' φ) φ) →
      (∀ φ ∈ Set.Icc (-arcsin |t|) (arcsin |t|), |f' φ| ≤ C) → f 0 = 0 →
      ∀ φ ∈ Set.Icc (-arcsin |t|) (arcsin |t|), |f φ| ≤ C * 2 := by
    intro f f' C hf hb h0 φ hφ
    have hz : (0 : ℝ) ∈ Set.Icc (-arcsin |t|) (arcsin |t|) := ⟨by linarith, hα0⟩
    have h := (convex_Icc _ _).norm_image_sub_le_of_norm_hasDerivWithin_le
      (fun y _ => (hf y).hasDerivWithinAt) hb hz hφ
    rw [h0, sub_zero, sub_zero, Real.norm_eq_abs, Real.norm_eq_abs] at h
    have h2 : |φ| ≤ 2 := abs_le.2 ⟨by linarith [hφ.1, pi_le_four], by linarith [hφ.2, pi_le_four]⟩
    exact h.trans (mul_le_mul_of_nonneg_left h2 ((abs_nonneg _).trans (hb 0 hz)))
  have h1 := mvt _ _ ((2 * N + 1) * |t| ^ (2 * N + 1))
    (fun φ => (hasDerivAt_sum_mul_cos N φ).const_sub 1) (fun φ hφ => by
      have u1 : sin φ ≤ sin (arcsin |t|) :=
        sin_le_sin_of_le_of_le_pi_div_two (by linarith [hφ.1]) hα hφ.2
      have u2 : sin (-φ) ≤ sin (arcsin |t|) :=
        sin_le_sin_of_le_of_le_pi_div_two (by linarith [hφ.2]) hα (by linarith [hφ.1])
      rw [sin_neg] at u2
      have u3 : |sin φ| ≤ |t| := abs_le.2 ⟨by linarith, by linarith⟩
      obtain ⟨b0, b1⟩ := binomCoeff_bounds N
      have hN : (0 : ℝ) ≤ 2 * N + 1 := by positivity
      rw [neg_neg, abs_mul, abs_pow, abs_of_nonneg (mul_nonneg hN b0)]
      exact mul_le_mul (mul_le_of_le_one_right hN b1)
        (pow_le_pow_left₀ (abs_nonneg _) u3 _) (by positivity) hN)
    (by simp [Finset.sum_range_succ', binomCoeff])
  have hd : ∀ θ, HasDerivAt (fun φ => φ - arcsinPartial (N + 1) (sin φ))
      (1 - (∑ k ∈ Finset.range (N + 1), binomCoeff k * sin θ ^ (2 * k)) * cos θ) θ := by
    intro θ
    have hsum := HasDerivAt.fun_sum fun k (_ : k ∈ Finset.range (N + 1)) =>
      ((hasDerivAt_sin θ).fun_pow (2 * k + 1)).const_mul (binomCoeff k / (2 * k + 1))
    refine ((hasDerivAt_id' θ).fun_sub hsum).congr_deriv ?_
    rw [Finset.sum_mul]
    congr 1
    refine Finset.sum_congr rfl fun k _ => ?_
    have hk : (2 * k + 1 : ℝ) ≠ 0 := by positivity
    simp only [Nat.add_sub_cancel]
    push_cast
    field_simp
  have h2 := mvt _ _ _ hd h1 (by simp [arcsinPartial]) (arcsin t)
    ⟨by rw [← arcsin_neg]; exact arcsin_le_arcsin (neg_abs_le t),
      arcsin_le_arcsin (le_abs_self t)⟩
  simp only [sin_arcsin (abs_le.1 ht).1 (abs_le.1 ht).2] at h2
  linarith
```

For \(|t|<1\) the sequence \(n|t|^n\) tends to zero, also along \(n=2N+1\), and `squeeze_zero` passes this on to the remainder. Convergence of the series at \(t=\pm1\) is neither proved nor needed.

```lean
/-- For `|t| < 1` the partial sums `∑_{k<N} a_k t^(2k+1) / (2k+1)` converge to `arcsin t`. -/
theorem tendsto_arcsinPartial {t : ℝ} (ht : |t| < 1) :
    Tendsto (fun N => arcsinPartial N t) atTop (𝓝 (arcsin t)) := by
  refine (tendsto_add_atTop_iff_nat 1).1 (tendsto_iff_norm_sub_tendsto_zero.2 ?_)
  have h2 : Tendsto (fun N : ℕ => 2 * N + 1) atTop atTop :=
    tendsto_atTop_atTop.2 fun b => ⟨b, fun a h => by omega⟩
  have h := ((tendsto_self_mul_const_pow_of_lt_one (abs_nonneg t) ht).comp h2).const_mul 4
  rw [mul_zero] at h
  refine squeeze_zero (fun _ => norm_nonneg _) (fun N => ?_) h
  rw [Real.norm_eq_abs, abs_sub_comm]
  exact (arcsin_remainder_le N ht.le).trans_eq (by simp [Function.comp])
```

## The kernel matrix

The descriptors are a function `x : ι → E`, and `arcsineKernel x` is \(K\). Mathlib's `arcsin` accepts every real number and is constant beyond \(\pm1\); the norm hypotheses below keep all entries within the true domain.

```lean
variable {ι E : Type*} [NormedAddCommGroup E] [InnerProductSpace ℝ E]

/-- The matrix `arcsin ⟨x_i, x_j⟩` of a family of descriptors. -/
def arcsineKernel (x : ι → E) : Matrix ι ι ℝ := Matrix.of fun i j => arcsin ⟪x i, x j⟫_ℝ
```

For unit vectors each entry equals \(\pi/2\) minus `InnerProductGeometry.angle`, the unoriented angle \(\arccos\big(\langle x,y\rangle/(\|x\|\|y\|)\big)\) between two vectors \(x\) and \(y\). This identity precedes the finiteness assumptions and uses none of them.

```lean
/-- For unit descriptors the arcsine kernel is `π/2` minus the angle between them. -/
theorem arcsineKernel_eq_angle (x : ι → E) (hx : ∀ i, ‖x i‖ = 1) (i j : ι) :
    arcsineKernel x i j = π / 2 - InnerProductGeometry.angle (x i) (x j) := by
  rw [InnerProductGeometry.angle, hx, hx, mul_one, div_one, arccos_eq_pi_div_two_sub_arcsin]
  simp [arcsineKernel]
```

From here on \(\iota\) is finite and \(E\) has finite dimension; both may be trivial. The next lemma is \(Q_m(c)\ge0\), with no condition on norms. The clause `generalizing c` lets the induction hypothesis apply to the weights \(c^{(l)}\), and `key` is the expansion of one factor \(G_{ij}\) in the basis `b`. This is the case of the Schur product theorem for entrywise powers of one Gram matrix, not for products of two arbitrary positive semidefinite matrices.

```lean
variable [Fintype ι] [FiniteDimensional ℝ E]

/-- Every entrywise power `⟨x_i, x_j⟩^m` of a Gram matrix has a nonnegative quadratic form. -/
theorem gram_pow_nonneg (x : ι → E) (m : ℕ) (c : ι → ℝ) :
    0 ≤ ∑ i, ∑ j, c i * (⟪x i, x j⟫_ℝ ^ m * c j) := by
  induction m generalizing c with
  | zero =>
    have h := mul_self_nonneg (∑ i, c i)
    rw [Finset.sum_mul_sum] at h
    simpa only [pow_zero, one_mul] using h
  | succ m ih =>
    -- expand one factor in an orthonormal basis and absorb the components into the weights
    have b := stdOrthonormalBasis ℝ E
    have key : ∀ i j, c i * (⟪x i, x j⟫_ℝ ^ (m + 1) * c j) = ∑ l,
        (c i * ⟪x i, b l⟫_ℝ) * (⟪x i, x j⟫_ℝ ^ m * (c j * ⟪x j, b l⟫_ℝ)) := by
      intro i j
      calc _ = c i * ⟪x i, x j⟫_ℝ ^ m * c j * ∑ l, ⟪x i, b l⟫_ℝ * ⟪b l, x j⟫_ℝ := by
            rw [b.sum_inner_mul_inner]; ring
        _ = _ := by
            rw [Finset.mul_sum]
            refine Finset.sum_congr rfl fun l _ => ?_
            rw [real_inner_comm (x j) (b l)]; ring
    simp only [key]
    have h := Finset.sum_nonneg fun (l : Fin (Module.finrank ℝ E)) (_ : l ∈ Finset.univ) =>
      ih fun i => c i * ⟪x i, b l⟫_ℝ
    rw [Finset.sum_comm] at h
    exact h.trans_eq (Finset.sum_congr rfl fun i _ => Finset.sum_comm)
```

The main theorem reads: if \(\|x_i\|\le1\) for all \(i\), then \(K\) is `PosSemidef`, which for a real matrix on a finite index set means symmetric with nonnegative quadratic form. Symmetry comes from `real_inner_comm`, and `hG` is Cauchy–Schwarz. Inside `scaled`, `part` adds one term \(a_Nr^{2N+1}Q_{2N+1}(c)/(2N+1)\) at a time, and `ge_of_tendsto'` takes \(N\to\infty\). Then `hF` makes the quadratic form a continuous function of \(r\), and the limit is taken from below, on `Set.Iio 1`.

```lean
/-- For finitely many descriptors of norm at most one in a finite-dimensional real inner
product space, the matrix `arcsin ⟨x_i, x_j⟩` is positive semidefinite. -/
theorem arcsineKernel_posSemidef (x : ι → E) (hx : ∀ i, ‖x i‖ ≤ 1) :
    (arcsineKernel x).PosSemidef := by
  refine Matrix.posSemidef_iff_dotProduct_mulVec.2 ⟨Matrix.IsHermitian.ext fun i j => ?_,
    fun c => ?_⟩
  · show arcsin ⟪x j, x i⟫_ℝ = arcsin ⟪x i, x j⟫_ℝ
    rw [real_inner_comm]
  have hG : ∀ i j, |⟪x i, x j⟫_ℝ| ≤ 1 := fun i j =>
    (abs_real_inner_le_norm _ _).trans (mul_le_one₀ (hx i) (norm_nonneg _) (hx j))
  have scaled : ∀ r : ℝ, 0 ≤ r → r < 1 →
      0 ≤ ∑ i, ∑ j, c i * (arcsin (r * ⟪x i, x j⟫_ℝ) * c j) := by
    intro r h0 h1
    -- each partial sum is a nonnegative combination of Gram powers
    have part : ∀ N, 0 ≤ ∑ i, ∑ j, c i * (arcsinPartial N (r * ⟪x i, x j⟫_ℝ) * c j) := by
      intro N
      induction N with
      | zero => simp [arcsinPartial]
      | succ N ih =>
        have b0 := (binomCoeff_bounds N).1
        have hw : 0 ≤ binomCoeff N / (2 * N + 1) * r ^ (2 * N + 1) := by positivity
        refine (add_nonneg ih (mul_nonneg hw (gram_pow_nonneg x (2 * N + 1) c))).trans_eq ?_
        simp only [Finset.mul_sum, ← Finset.sum_add_distrib]
        refine Finset.sum_congr rfl fun i _ => Finset.sum_congr rfl fun j _ => ?_
        simp only [arcsinPartial, Finset.sum_range_succ]
        ring
    have hr : ∀ i j, |r * ⟪x i, x j⟫_ℝ| < 1 := fun i j => by
      rw [abs_mul, abs_of_nonneg h0]
      exact (mul_le_of_le_one_right h0 (hG i j)).trans_lt h1
    exact ge_of_tendsto' (tendsto_finsetSum _ fun i _ => tendsto_finsetSum _ fun j _ =>
      ((tendsto_arcsinPartial (hr i j)).mul_const (c j)).const_mul (c i)) part
  -- let the scale factor tend to one
  have hF : Continuous fun r : ℝ => ∑ i, ∑ j, c i * (arcsin (r * ⟪x i, x j⟫_ℝ) * c j) := by
    have := continuous_arcsin
    fun_prop
  have h := ge_of_tendsto ((hF.tendsto 1).mono_left (nhdsWithin_le_nhds (s := Set.Iio 1)))
    (by filter_upwards [Ioo_mem_nhdsLT (zero_lt_one' ℝ)] with r hr using scaled r hr.1.le hr.2)
  simpa only [dotProduct, Matrix.mulVec, star_trivial, Finset.mul_sum, arcsineKernel,
    Matrix.of_apply, one_mul] using h
```

## Angles between descriptors of any length

The angles enter as an array `θ` with two hypotheses, which together define the angle between two directions. `hcos` is the cosine relation, and `hθ` selects the branch \([0,\pi]\) on which the cosine is invertible. The condition `x i ≠ 0` says that every descriptor has a direction; for a zero vector `hcos` holds with any angle. In the proof, `e` identifies \(\pi/2-\theta_{ij}\) with the arcsine kernel of the normalised vectors `‖x i‖⁻¹ • x i`, and the main theorem applies. The angle distinguishes \(x\) from \(-x\), so the statement concerns real vectors and not quantum states up to a phase; complex spaces, infinite dimension and the angle \(\arccos|\langle\hat x_i,\hat x_j\rangle|\) between rays are not covered.

```lean
/-- For nonzero descriptors of any length with angles `θ_ij ∈ [0, π]` given by
`⟨x_i, x_j⟩ = ‖x_i‖ ‖x_j‖ cos θ_ij`, the matrix `π/2 - θ_ij` is positive semidefinite. -/
theorem angular_kernel_posSemidef (x : ι → E) (hx : ∀ i, x i ≠ 0) (θ : ι → ι → ℝ)
    (hθ : ∀ i j, θ i j ∈ Set.Icc 0 π)
    (hcos : ∀ i j, ⟪x i, x j⟫_ℝ = ‖x i‖ * ‖x j‖ * cos (θ i j)) :
    (Matrix.of fun i j => π / 2 - θ i j).PosSemidef := by
  have hn : ∀ i, ‖x i‖ ≠ 0 := fun i => norm_ne_zero_iff.2 (hx i)
  have e : (Matrix.of fun i j => π / 2 - θ i j) = arcsineKernel fun i => ‖x i‖⁻¹ • x i := by
    ext i j
    have h1 : ⟪‖x i‖⁻¹ • x i, ‖x j‖⁻¹ • x j⟫_ℝ = cos (θ i j) := by
      have := hn i
      have := hn j
      rw [real_inner_smul_left, real_inner_smul_right, hcos]
      field_simp
    have h2 := arccos_cos (hθ i j).1 (hθ i j).2
    rw [arccos_eq_pi_div_two_sub_arcsin] at h2
    simp only [arcsineKernel, Matrix.of_apply, h1]
    linarith
  rw [e]
  refine arcsineKernel_posSemidef _ fun i => le_of_eq ?_
  rw [norm_smul, norm_inv, norm_norm, inv_mul_cancel₀ (hn i)]
```

The last theorem says that the angle matrix is conditionally negative semidefinite: its quadratic form is nonpositive on weights with `∑ i, c i = 0`. Here `e` splits off \(\tfrac{\pi}{2}(\sum_i c_i)^2\), which `hc` sets to zero.

```lean
/-- For nonzero descriptors with angles `θ_ij ∈ [0, π]` given by `⟨x_i, x_j⟩ = ‖x_i‖ ‖x_j‖ cos
θ_ij`, and real weights `c_i` that sum to zero, `∑ c_i θ_ij c_j ≤ 0`. -/
theorem angle_cond_neg (x : ι → E) (hx : ∀ i, x i ≠ 0) (θ : ι → ι → ℝ)
    (hθ : ∀ i j, θ i j ∈ Set.Icc 0 π)
    (hcos : ∀ i j, ⟪x i, x j⟫_ℝ = ‖x i‖ * ‖x j‖ * cos (θ i j))
    (c : ι → ℝ) (hc : ∑ i, c i = 0) : ∑ i, ∑ j, c i * (θ i j * c j) ≤ 0 := by
  have h := (angular_kernel_posSemidef x hx θ hθ hcos).dotProduct_mulVec_nonneg c
  simp only [dotProduct, Matrix.mulVec, star_trivial, Finset.mul_sum, Matrix.of_apply] at h
  have e : ∑ i, ∑ j, c i * ((π / 2 - θ i j) * c j)
      = π / 2 * ((∑ i, c i) * ∑ j, c j) - ∑ i, ∑ j, c i * (θ i j * c j) := by
    rw [Finset.sum_mul_sum]
    simp only [Finset.mul_sum, ← Finset.sum_sub_distrib]
    exact Finset.sum_congr rfl fun i _ => Finset.sum_congr rfl fun j _ => by ring
  rw [e, hc] at h
  linarith

end

end ArcsineKernel
```

```lean
#print axioms ArcsineKernel.arcsineKernel_eq_angle
#print axioms ArcsineKernel.arcsineKernel_posSemidef
#print axioms ArcsineKernel.angle_cond_neg
```

```
'ArcsineKernel.arcsineKernel_eq_angle' depends on axioms: [propext, Classical.choice, Quot.sound]
'ArcsineKernel.arcsineKernel_posSemidef' depends on axioms: [propext, Classical.choice, Quot.sound]
'ArcsineKernel.angle_cond_neg' depends on axioms: [propext, Classical.choice, Quot.sound]
```
